# Rotating classical spins into a spiral of wave number Q shifts the Fourier transforms of their circular components by ±Q

Classical spins with three real components, of no fixed length, sit on a periodic chain of `N` sites, and the laboratory spins are obtained from the rotating-frame spins `T` by turning the spin at site n about the z axis through the phase angle of the lattice plane wave exp(2πiQn/N). The theorem `dft_spiral` says that, at wave number `q`, the laboratory transforms combined as x + iy equal the transform of Tx + iTy at `q - Q`, and those combined as x − iy equal the transform of Tx − iTy at `q + Q`. The Fourier transform is the unnormalised sum over sites with kernel exp(−2πiqn/N), and both `q` and `Q` are integers modulo `N`. The attempt uses the shift lemma `dft_phase_mul` to write each right-hand side as a transform at `q`, gathers the left-hand side into one sum, and compares the summands site by site by means of `spiral_circular`.

An attempt in Lean 4 with a fault in it:

```lean
import Mathlib

open scoped ComplexConjugate

namespace SpiralStructureFactor

noncomputable section

/-- A classical spin field on a periodic chain of `N` sites, with three real components. -/
structure SpinField (N : ℕ) where
  x : ZMod N → ℝ
  y : ZMod N → ℝ
  z : ZMod N → ℝ

variable {N : ℕ} [NeZero N]

/-- The circular component `Tx + i Ty` at site `n`. -/
def SpinField.plus (T : SpinField N) (n : ZMod N) : ℂ := (T.x n : ℂ) + Complex.I * (T.y n : ℂ)

/-- The circular component `Tx - i Ty` at site `n`. -/
def SpinField.minus (T : SpinField N) (n : ZMod N) : ℂ := (T.x n : ℂ) - Complex.I * (T.y n : ℂ)

/-- The lattice plane wave of wave number `q` at site `n`. -/
def phase (q n : ZMod N) : ℂ := ZMod.stdAddChar (q * n)

/-- The unnormalised discrete Fourier transform on the chain. -/
def dft (f : ZMod N → ℂ) (q : ZMod N) : ℂ := ∑ n, phase (-q) n * f n

/-- The laboratory spins obtained from the rotating-frame spins `T` by turning the spin at
site `n` about the `z` axis by the phase angle of the plane wave `Q`. -/
def spiral (Q : ZMod N) (T : SpinField N) : SpinField N where
  x n := (phase Q n * T.plus n).re
  y n := (phase Q n * T.plus n).im
  z := T.z

/-- The rotation multiplies `Tx + i Ty` by the plane wave `Q` and `Tx - i Ty` by the plane
wave `-Q`. -/
theorem spiral_circular (Q : ZMod N) (T : SpinField N) (n : ZMod N) :
    (spiral Q T).plus n = phase Q n * T.plus n ∧
      (spiral Q T).minus n = phase (-Q) n * T.minus n := by
  have hconj : ∀ S : SpinField N, S.minus n = conj (S.plus n) := by
    intro S
    simp only [SpinField.minus, SpinField.plus, map_add, map_mul, Complex.conj_ofReal,
      Complex.conj_I]
    ring
  have hplus : (spiral Q T).plus n = phase Q n * T.plus n := by
    change ((phase Q n * T.plus n).re : ℂ) + Complex.I * ((phase Q n * T.plus n).im : ℂ) = _
    rw [mul_comm Complex.I, Complex.re_add_im]
  refine ⟨hplus, ?_⟩
  -- the second relation is the complex conjugate of the first
  have hphase : phase (-Q) n = conj (phase Q n) := by
    rw [phase, phase, neg_mul, AddChar.map_neg_eq_conj]
  rw [hconj, hplus, map_mul, ← hconj, hphase]

/-- Multiplication by the plane wave `Q` shifts the Fourier transform by `Q`. -/
theorem dft_phase_mul (Q : ZMod N) (f : ZMod N → ℂ) (q : ZMod N) :
    dft (fun n => phase Q n * f n) q = dft f (q - Q) := by
  unfold dft
  refine Finset.sum_congr rfl fun n _ => ?_
  have h : phase (-(q - Q)) n = phase (-q) n * phase Q n := by
    unfold phase
    rw [← AddChar.map_add_eq_mul]
    congr 1
    ring
  rw [h, mul_assoc]

/-- The Fourier transforms of the laboratory components, combined as `x + i y` and `x - i y`,
are those of the rotating-frame circular components at `q - Q` and `q + Q`. -/
theorem dft_spiral (Q : ZMod N) (T : SpinField N) (q : ZMod N) :
    dft (fun n => ((spiral Q T).x n : ℂ)) q
        + Complex.I * dft (fun n => ((spiral Q T).y n : ℂ)) q = dft T.plus (q - Q) ∧
      dft (fun n => ((spiral Q T).x n : ℂ)) q
        - Complex.I * dft (fun n => ((spiral Q T).y n : ℂ)) q = dft T.minus (q + Q) := by
  constructor
  · rw [← dft_phase_mul Q T.plus q]
    unfold dft
    rw [Finset.mul_sum, ← Finset.sum_add_distrib]
    refine Finset.sum_congr rfl fun n _ => ?_
    rw [← (spiral_circular Q T n).1, SpinField.plus]
    ring
  · rw [← sub_neg_eq_add q Q, ← dft_phase_mul (-Q) T.minus q]
    unfold dft
    rw [Finset.mul_sum, ← Finset.sum_sub_distrib]
    refine Finset.sum_congr rfl fun n _ => ?_
    rw [← (spiral_circular Q T n).2, SpinField.minus]
    ring

end

end SpiralStructureFactor
```

Compiling this gives:

```
Main.lean:79:8: error: Tactic `rewrite` failed: Did not find an occurrence of the pattern
  phase Q n * T.plus n
in the target expression
  phase (-q) n * (fun n => ↑((spiral Q T).x n)) n + Complex.I * (phase (-q) n * (fun n => ↑((spiral Q T).y n)) n) =
    phase (-q) n * (fun n => phase Q n * T.plus n) n

case left
N : ℕ
inst✝ : NeZero N
Q : ZMod N
T : SpinField N
q n : ZMod N
x✝ : n ∈ Finset.univ
⊢ phase (-q) n * (fun n => ↑((spiral Q T).x n)) n + Complex.I * (phase (-q) n * (fun n => ↑((spiral Q T).y n)) n) =
    phase (-q) n * (fun n => phase Q n * T.plus n) n
Main.lean:85:8: error: Tactic `rewrite` failed: Did not find an occurrence of the pattern
  phase (-Q) n * T.minus n
in the target expression
  phase (-q) n * (fun n => ↑((spiral Q T).x n)) n - Complex.I * (phase (-q) n * (fun n => ↑((spiral Q T).y n)) n) =
    phase (-q) n * (fun n => phase (-Q) n * T.minus n) n

case right
N : ℕ
inst✝ : NeZero N
Q : ZMod N
T : SpinField N
q n : ZMod N
x✝ : n ∈ Finset.univ
⊢ phase (-q) n * (fun n => ↑((spiral Q T).x n)) n - Complex.I * (phase (-q) n * (fun n => ↑((spiral Q T).y n)) n) =
    phase (-q) n * (fun n => phase (-Q) n * T.minus n) n
```

As a diff, the version that Lean accepts:

```diff
@@ -77,4 +77,5 @@
     rw [Finset.mul_sum, ← Finset.sum_add_distrib]
     refine Finset.sum_congr rfl fun n _ => ?_
+    beta_reduce
     rw [← (spiral_circular Q T n).1, SpinField.plus]
     ring
@@ -83,4 +84,5 @@
     rw [Finset.mul_sum, ← Finset.sum_sub_distrib]
     refine Finset.sum_congr rfl fun n _ => ?_
+    beta_reduce
     rw [← (spiral_circular Q T n).2, SpinField.minus]
     ring
```

Both messages say that `rw` could not find the product it was to replace: `phase Q n * T.plus n` in the first half, `phase (-Q) n * T.minus n` in the second. The product seems to be there on the right of each goal, but it stands inside a function not yet applied, `(fun n => phase Q n * T.plus n) n` in the first case. Unfolding `dft` put these functions into the sum and left them unevaluated. Inside the `fun`, `n` is a bound variable and not the site `n` of the goal, so the pattern, which speaks of that site, does not match. `rw` looks for the pattern in the goal as it is written and does not first evaluate such applications.

The added `beta_reduce`, one in each half, carries out the applications. The product then appears with the site `n` itself, the reversed rewrite by `spiral_circular` finds it, and the remaining steps go through unchanged.
